# A gap-independent Gaussian bound on the truncation error of screened exchange

Spread one electron evenly, with equal phases, over two point-like sites a distance $d$ apart: all four density-matrix elements are $1/2$, and dropping the two inter-site terms from the screened exchange energy, with mixing fraction $a$ and screening parameter $w$, raises it by exactly $a\,\mathrm{erfc}(wd)/(4d)$ in atomic units. For any Hermitian projector of rank $N$ on finitely many points, the density matrix of $N$ electrons of one spin, with $a\ge0$ and $w,R>0$, dropping all pairs farther apart than $R$ raises the energy by at most $aN\,e^{-w^2R^2}/(2\sqrt\pi\,wR^2)$. The reason is that the squared moduli of the matrix elements sum to $N$, while the interaction kernel beyond $R$ is small as a Gaussian in $wR$.

```lean
import Mathlib

open MeasureTheory Filter

namespace ScreenedExchangeCutoff

noncomputable section

variable {ι : Type*} [Fintype ι]

/-- Points of physical space. -/
abbrev Space := EuclideanSpace ℝ (Fin 3)

/-- The complementary error function, as the normalised tail integral of a Gaussian. -/
def erfc (x : ℝ) : ℝ :=
  2 / Real.sqrt Real.pi * ∫ t in Set.Ioi x, Real.exp (-t ^ 2)

/-- The screened Coulomb kernel `erfc (w d) / d` for `d ≠ 0`, with a finite on-site
value `U` at `d = 0`. -/
def kernel (U w d : ℝ) : ℝ := if d = 0 then U else erfc (w * d) / d

/-- `P` is a Hermitian projector of rank `N`: the density matrix of `N` occupied orbitals. -/
structure IsOccupiedProjector (P : Matrix ι ι ℂ) (N : ℕ) : Prop where
  herm : P.IsHermitian
  idem : P * P = P
  rank_eq : P.rank = N

/-- The screened exchange energy with mixing fraction `a` and screening parameter `w`,
for the density matrix `P` on the points `r`. -/
def exchange (a U w : ℝ) (r : ι → Space) (P : Matrix ι ι ℂ) : ℝ :=
  -(a / 2) * ∑ x, ∑ y, ‖P x y‖ ^ 2 * kernel U w (dist (r x) (r y))

/-- The screened exchange energy in which only pairs at distance at most `R` are kept. -/
def truncatedExchange (a U w R : ℝ) (r : ι → Space) (P : Matrix ι ι ℂ) : ℝ :=
  -(a / 2) * ∑ x, ∑ y, if dist (r x) (r y) ≤ R then
    ‖P x y‖ ^ 2 * kernel U w (dist (r x) (r y)) else 0

/-- The complementary error function is nonnegative. -/
theorem erfc_nonneg (x : ℝ) : 0 ≤ erfc x :=
  mul_nonneg (by positivity) (integral_nonneg fun _ => (Real.exp_pos _).le)

/-- For `z > 0` the complementary error function is at most `exp (-z²) / (√π z)`. -/
theorem erfc_le {z : ℝ} (hz : 0 < z) :
    erfc z ≤ Real.exp (-z ^ 2) / (Real.sqrt Real.pi * z) := by
  have hi1 : Integrable (fun t : ℝ => Real.exp (-t ^ 2)) := by
    simpa using integrable_exp_neg_mul_sq (one_pos : (0 : ℝ) < 1)
  have hi2 : Integrable (fun t : ℝ => t * Real.exp (-t ^ 2)) := by
    simpa using integrable_mul_exp_neg_mul_sq (one_pos : (0 : ℝ) < 1)
  have hd : ∀ t ∈ Set.Ici z, HasDerivAt (fun s : ℝ => -(Real.exp (-s ^ 2) / 2))
      (t * Real.exp (-t ^ 2)) t := by
    intro t _
    have h0 : HasDerivAt (fun s : ℝ => s ^ 2) (2 * t) t := by
      simpa using hasDerivAt_pow 2 t
    exact (h0.fun_neg.exp.div_const 2).fun_neg.congr_deriv (by ring)
  have hlim : Tendsto (fun s : ℝ => Real.exp (-s ^ 2)) atTop (nhds 0) :=
    Real.tendsto_exp_neg_atTop_nhds_zero.comp (tendsto_pow_atTop two_ne_zero)
  have hlim' : Tendsto (fun s : ℝ => -(Real.exp (-s ^ 2) / 2)) atTop (nhds 0) := by
    simpa using (hlim.div_const 2).neg
  -- the Gaussian weighted by `t` integrates in closed form
  have hI : ∫ t in Set.Ioi z, t * Real.exp (-t ^ 2) = Real.exp (-z ^ 2) / 2 :=
    (integral_Ioi_of_hasDerivAt_of_tendsto' hd hi2.integrableOn hlim').trans (by simp)
  -- on the tail, `1 ≤ t / z`
  have hm : ∫ t in Set.Ioi z, Real.exp (-t ^ 2) ≤
      ∫ t in Set.Ioi z, z⁻¹ * (t * Real.exp (-t ^ 2)) := by
    refine setIntegral_mono_on hi1.integrableOn (hi2.const_mul _).integrableOn
      measurableSet_Ioi fun t ht => ?_
    have h1 : 1 ≤ z⁻¹ * t := by
      rw [inv_mul_eq_div, le_div_iff₀ hz, one_mul]
      exact (Set.mem_Ioi.mp ht).le
    have h2 := mul_le_mul_of_nonneg_right h1 (Real.exp_pos (-t ^ 2)).le
    linarith
  rw [integral_const_mul, hI] at hm
  calc erfc z ≤ 2 / Real.sqrt Real.pi * (z⁻¹ * (Real.exp (-z ^ 2) / 2)) :=
        mul_le_mul_of_nonneg_left hm (by positivity)
    _ = _ := by ring

/-- Beyond a distance `R > 0` the screened kernel with `w > 0` is at most
`exp (-w²R²) / (√π w R²)`. -/
theorem kernel_tail_le {w R d : ℝ} (hw : 0 < w) (hR : 0 < R) (hd : R < d) :
    erfc (w * d) / d ≤
      Real.exp (-(w ^ 2 * R ^ 2)) / (Real.sqrt Real.pi * w * R ^ 2) := by
  have hd0 : 0 < d := hR.trans hd
  have hle : R ≤ d := hd.le
  calc erfc (w * d) / d
      ≤ Real.exp (-(w * d) ^ 2) / (Real.sqrt Real.pi * (w * d)) / d :=
        div_le_div_of_nonneg_right (erfc_le (mul_pos hw hd0)) hd0.le
    _ = Real.exp (-(w ^ 2 * d ^ 2)) / (Real.sqrt Real.pi * w * d ^ 2) := by
        rw [mul_pow, div_div]
        congr 1
        ring
    _ ≤ _ := by gcongr

/-- The trace of an idempotent matrix is its rank. -/
theorem trace_eq_rank {P : Matrix ι ι ℂ} (h : P * P = P) : P.trace = (P.rank : ℂ) := by
  classical
  have hp : LinearMap.IsProj (LinearMap.range (Matrix.toLin' P)) (Matrix.toLin' P) := by
    refine ⟨fun x => LinearMap.mem_range_self _ x, ?_⟩
    rintro _ ⟨x, rfl⟩
    simp only [Matrix.toLin'_apply, Matrix.mulVec_mulVec, h]
  have ht := hp.trace
  rw [LinearMap.trace_eq_matrix_trace ℂ (Pi.basisFun ℂ ι),
    LinearMap.toMatrix_eq_toMatrix', LinearMap.toMatrix'_toLin', Matrix.toLin'_apply'] at ht
  exact ht

/-- Sum rule: the squared moduli of all elements of a rank `N` Hermitian projector
add up to the electron number `N`. -/
theorem sum_sq_eq {P : Matrix ι ι ℂ} {N : ℕ} (h : IsOccupiedProjector P N) :
    ∑ x, ∑ y, ‖P x y‖ ^ 2 = (N : ℝ) := by
  have ht : (P * P).trace = (N : ℂ) := by rw [h.idem, trace_eq_rank h.idem, h.rank_eq]
  have key : ((∑ x, ∑ y, ‖P x y‖ ^ 2 : ℝ) : ℂ) = (N : ℂ) := by
    rw [← ht]
    simp only [Matrix.trace, Matrix.diag_apply, Matrix.mul_apply, Complex.ofReal_sum]
    refine Finset.sum_congr rfl fun x _ => Finset.sum_congr rfl fun y _ => ?_
    rw [← h.herm.apply y x, ← Complex.normSq_eq_norm_sq]
    exact (Complex.mul_conj _).symm
  exact_mod_cast key

/-- For a cutoff `R ≥ 0`, the energy change on truncation is minus the exchange energy of the pairs
farther apart than `R`. -/
theorem truncation_error {a U w R : ℝ} (hR : 0 ≤ R) (r : ι → Space) (P : Matrix ι ι ℂ) :
    truncatedExchange a U w R r P - exchange a U w r P =
      a / 2 * ∑ x, ∑ y, if R < dist (r x) (r y) then
        ‖P x y‖ ^ 2 * (erfc (w * dist (r x) (r y)) / dist (r x) (r y)) else 0 := by
  have h : ∑ x, ∑ y, ‖P x y‖ ^ 2 * kernel U w (dist (r x) (r y)) =
      (∑ x, ∑ y, if dist (r x) (r y) ≤ R then
        ‖P x y‖ ^ 2 * kernel U w (dist (r x) (r y)) else 0) +
      ∑ x, ∑ y, if R < dist (r x) (r y) then
        ‖P x y‖ ^ 2 * (erfc (w * dist (r x) (r y)) / dist (r x) (r y)) else 0 := by
    simp only [← Finset.sum_add_distrib]
    refine Finset.sum_congr rfl fun x _ => Finset.sum_congr rfl fun y _ => ?_
    by_cases hd : R < dist (r x) (r y)
    · have hne : dist (r x) (r y) ≠ 0 := (hR.trans_lt hd).ne'
      rw [if_pos hd, if_neg (not_le.mpr hd), zero_add, kernel, if_neg hne]
    · rw [if_neg hd, if_pos (not_lt.mp hd), add_zero]
  unfold truncatedExchange exchange
  rw [h]
  ring

/-- For a rank `N` Hermitian projector, `a ≥ 0` and `w, R > 0`, omitting all pairs farther
apart than `R` raises the screened exchange energy by at most
`a N exp (-w²R²) / (2 √π w R²)`, and never lowers it. -/
theorem truncation_bound {a U w R : ℝ} {N : ℕ} {P : Matrix ι ι ℂ} (ha : 0 ≤ a)
    (hw : 0 < w) (hR : 0 < R) (r : ι → Space) (h : IsOccupiedProjector P N) :
    0 ≤ truncatedExchange a U w R r P - exchange a U w r P ∧
    truncatedExchange a U w R r P - exchange a U w r P ≤
      a * N * Real.exp (-(w ^ 2 * R ^ 2)) / (2 * Real.sqrt Real.pi * w * R ^ 2) := by
  rw [truncation_error hR.le]
  constructor
  · refine mul_nonneg (by positivity)
      (Finset.sum_nonneg fun x _ => Finset.sum_nonneg fun y _ => ?_)
    split_ifs
    · exact mul_nonneg (by positivity) (div_nonneg (erfc_nonneg _) dist_nonneg)
    · exact le_rfl
  · -- bound the kernel uniformly, then use the sum rule
    calc _ ≤ a / 2 * ∑ x, ∑ y, ‖P x y‖ ^ 2 *
          (Real.exp (-(w ^ 2 * R ^ 2)) / (Real.sqrt Real.pi * w * R ^ 2)) := by
          refine mul_le_mul_of_nonneg_left
            (Finset.sum_le_sum fun x _ => Finset.sum_le_sum fun y _ => ?_) (by positivity)
          split_ifs with hd
          · exact mul_le_mul_of_nonneg_left (kernel_tail_le hw hR hd) (by positivity)
          · positivity
      _ = _ := by
          simp only [← Finset.sum_mul]
          rw [sum_sq_eq h]
          ring

/-- Choice of cutoff: for `a, w, ε > 0`, if `w R ≥ 1` and `(w R)² ≥ log (a w / (2 √π ε))`,
truncation at `R` raises the screened exchange energy of a rank `N` Hermitian projector by at most
`N ε`. -/
theorem cutoff_for_tolerance {a U w R ε : ℝ} {N : ℕ} {P : Matrix ι ι ℂ} (ha : 0 < a)
    (hw : 0 < w) (hε : 0 < ε) (h1 : 1 ≤ w * R)
    (hlog : Real.log (a * w / (2 * Real.sqrt Real.pi * ε)) ≤ (w * R) ^ 2)
    (r : ι → Space) (h : IsOccupiedProjector P N) :
    truncatedExchange a U w R r P - exchange a U w r P ≤ N * ε := by
  have hR : 0 < R := by
    by_contra hn
    nlinarith [not_lt.mp hn]
  have h2 := (Real.log_le_iff_le_exp (by positivity)).1 hlog
  rw [div_le_iff₀ (by positivity), mul_pow] at h2
  have h3 : a * w * Real.exp (-(w ^ 2 * R ^ 2)) ≤ 2 * Real.sqrt Real.pi * ε := by
    rw [Real.exp_neg, ← div_eq_mul_inv, div_le_iff₀ (Real.exp_pos _)]
    linarith
  refine (truncation_bound ha.le hw hR r h).2.trans ?_
  calc _ = N * (a * w * Real.exp (-(w ^ 2 * R ^ 2))) /
        (2 * Real.sqrt Real.pi * (w * R) ^ 2) := by field_simp
    _ ≤ N * (2 * Real.sqrt Real.pi * ε) / (2 * Real.sqrt Real.pi * 1 ^ 2) := by gcongr
    _ = N * ε := by field_simp

/-- The density matrix of one orbital spread evenly, with equal phases, over two sites. -/
def bond : Matrix (Fin 2) (Fin 2) ℂ := !![1 / 2, 1 / 2; 1 / 2, 1 / 2]

/-- The two-site bond matrix is a Hermitian projector of rank one. -/
theorem bond_witness : IsOccupiedProjector bond 1 := by
  have hi : bond * bond = bond := by
    ext i j
    fin_cases i <;> fin_cases j <;>
      norm_num [bond, Matrix.mul_apply, Fin.sum_univ_succ]
  refine ⟨?_, hi, ?_⟩
  · ext i j
    fin_cases i <;> fin_cases j <;> simp [bond, Matrix.conjTranspose_apply]
  · have ht := trace_eq_rank hi
    have h1 : bond.trace = 1 := by
      norm_num [bond, Matrix.trace_fin_two]
    rw [h1] at ht
    exact_mod_cast ht.symm

/-- For the two-site bond with sites farther apart than `R ≥ 0`, the truncation error is
exactly `a erfc (w d) / (4 d)`, with `d` the distance of the sites. -/
theorem bond_truncation_error {a U w R : ℝ} (hR : 0 ≤ R) (r : Fin 2 → Space)
    (hd : R < dist (r 0) (r 1)) :
    truncatedExchange a U w R r bond - exchange a U w r bond =
      a / 4 * (erfc (w * dist (r 0) (r 1)) / dist (r 0) (r 1)) := by
  have e : ∀ i j, ‖bond i j‖ = 1 / 2 := by
    intro i j
    fin_cases i <;> fin_cases j <;> simp [bond]
  rw [truncation_error hR]
  simp only [Fin.sum_univ_two, dist_self, if_neg (not_lt.mpr hR),
    dist_comm (r 1) (r 0), if_pos hd, e]
  ring

end

end ScreenedExchangeCutoff
```

```lean
#print axioms ScreenedExchangeCutoff.cutoff_for_tolerance
-- 'ScreenedExchangeCutoff.cutoff_for_tolerance' depends on axioms: [propext, Classical.choice, Quot.sound]
#print axioms ScreenedExchangeCutoff.bond_truncation_error
-- 'ScreenedExchangeCutoff.bond_truncation_error' depends on axioms: [propext, Classical.choice, Quot.sound]
```

## The energies being compared

The points are labelled by a finite type `ι`, and `r x` is the position of point $x$ in $\mathbb R^3$. Write $d_{xy}$ for the distance between points $x$ and $y$. The full energy, `exchange`, is

$$E=-\frac a2\sum_{x,y}|P_{xy}|^2K(d_{xy}),\qquad K(d)=\frac{\mathrm{erfc}(wd)}{d}\quad(d\neq0),$$

and $K(0)=U$ is an arbitrary real number. The energy `truncatedExchange`, written $E_R$ below, keeps only the terms with $d_{xy}\le R$. Both sums run over ordered pairs and include the diagonal.

The structure `IsOccupiedProjector P N` says that $P$ is Hermitian, that $P^2=P$, and that its matrix rank is $N$. This is the density matrix of $N$ fully occupied orthonormal orbitals. The main theorem, `truncation_bound`, states that for $a\ge0$ and $w,R>0$

$$0\le E_R-E\le\frac{aN\,e^{-w^2R^2}}{2\sqrt\pi\,wR^2}.$$

No Hamiltonian appears among the hypotheses, and so neither does a band gap.

## What the model stands for

In atomic units the Coulomb interaction splits as $1/d=\mathrm{erfc}(wd)/d+\mathrm{erf}(wd)/d$. A screened hybrid functional of the kind modelled here applies exact exchange to the first, short-range part only. The parameter $a$ is the fraction of exact exchange mixed in, and $1/w$ is the length beyond which the short-range interaction fades. Both are inputs here.

The prefactor $-a/2$ is the one for a single spin channel, with $N$ electrons in that channel. For two channels the energies add, and so do the bounds.

On a uniform grid with cell volume $v$, the matrix element is $P_{xy}=v\,\gamma(r_x,r_y)$, where $\gamma$ is the continuous density matrix. The double sum then approximates the usual double integral, and $U$ represents the kernel averaged over one cell. Its value does not affect the result, since on-site terms are kept in both energies.

The density matrix of an insulator decays exponentially with distance, whereas that of a metal at zero temperature decays only algebraically. The bound uses neither kind of decay, because the kernel alone supplies the Gaussian factor.

The statement concerns a finite set of points and one fixed $P$, inserted into both energies. It excludes fractional occupations, and it does not describe how $P$ would respond if the orbitals were reoptimised with the truncated exchange.

## The kernel beyond the cutoff

For $z>0$, every $t>z$ satisfies $1\le t/z$, so

$$\int_z^\infty e^{-t^2}dt\le\frac1z\int_z^\infty t\,e^{-t^2}dt=\frac{e^{-z^2}}{2z}.$$

Multiplication by $2/\sqrt\pi$ gives $\mathrm{erfc}(z)\le e^{-z^2}/(\sqrt\pi z)$. This is `erfc_le`. Its step `hI` evaluates the weighted integral from the antiderivative $-e^{-t^2}/2$, whose derivative and limit at infinity are supplied by `hd` and `hlim'`. The step `hm` is the comparison of the two integrals.

Now set $z=wd$ with $d>R$ and divide by $d$:

$$\frac{\mathrm{erfc}(wd)}d\le\frac{e^{-w^2d^2}}{\sqrt\pi\,wd^2}\le\frac{e^{-w^2R^2}}{\sqrt\pi\,wR^2}.$$

The second inequality holds because the numerator falls and the denominator grows as $d$ increases. In `kernel_tail_le` the tactic `gcongr` carries out this monotonicity argument.

## The squared moduli sum to the electron number

An idempotent matrix acts as the identity on its range and as zero on its null space, and these two subspaces together span the whole space. In a basis adapted to them the matrix is diagonal, with as many ones as the dimension of the range, so its trace equals its rank. The lemma `trace_eq_rank` shows that $P$ is a projection onto its range and then applies Mathlib's trace formula for projections.

Hermiticity gives $P_{yx}=\overline{P_{xy}}$, hence

$$N=\mathrm{Tr}\,P=\mathrm{Tr}\,P^2=\sum_{x,y}P_{xy}P_{yx}=\sum_{x,y}|P_{xy}|^2.$$

This is `sum_sq_eq`. The proof establishes the equality in the complex numbers, where the trace lives, and `exact_mod_cast` carries it back to the reals.

## From distant pairs to the bound

Subtracting the two energies leaves only the omitted pairs:

$$E_R-E=\frac a2\sum_{x,y:\,d_{xy}>R}|P_{xy}|^2\,\frac{\mathrm{erfc}(wd_{xy})}{d_{xy}}.$$

The lemma `truncation_error` proves this by splitting each term according to whether $R<d_{xy}$. For $R\ge0$ an omitted pair has nonzero distance, so $U$ never enters.

Every term on the right is nonnegative, which gives the lower bound in `truncation_bound`. For the upper bound, replace each distant kernel value by its uniform bound and then extend the sum to all pairs, which can only increase it:

$$E_R-E\le\frac a2\,\frac{e^{-w^2R^2}}{\sqrt\pi\,wR^2}\sum_{x,y}|P_{xy}|^2=\frac{aN\,e^{-w^2R^2}}{2\sqrt\pi\,wR^2}.$$

In Lean, `split_ifs` separates distant pairs, where `kernel_tail_le` applies, from near ones, where zero is replaced by something nonnegative. The final rewrite with `sum_sq_eq` inserts $N$.

## Choosing a radius in a calculation

The direct way to evaluate the model energy is to loop over pairs of points and add $|P_{xy}|^2K(d_{xy})$. With a cutoff, the loop visits for each $x$ only the neighbours within $R$. At fixed point density and fixed $R$, the number of visited pairs grows linearly with the number of points instead of quadratically.

The theorem `cutoff_for_tolerance` turns the bound into a choice of $R$, with $\varepsilon$ the error allowed per electron. For $a,w,\varepsilon>0$, suppose that

$$wR\ge1\quad\text{and}\quad(wR)^2\ge\ln\frac{aw}{2\sqrt\pi\,\varepsilon}.$$

The second condition gives $aw\,e^{-w^2R^2}\le2\sqrt\pi\,\varepsilon$. Writing the main bound with $(wR)^2$ in the denominator, one obtains

$$E_R-E\le\frac{N\,aw\,e^{-w^2R^2}}{2\sqrt\pi\,(wR)^2}\le\frac{N\varepsilon}{(wR)^2}\le N\varepsilon.$$

In the Lean proof, `h3` is the inequality $aw\,e^{-w^2R^2}\le2\sqrt\pi\,\varepsilon$, and a single `gcongr` step combines it with $wR\ge1$. The radius depends on $a$, $w$ and $\varepsilon$, but not on $N$ or on the number of points.

For example, take $a=1/4$, $w=0.11$ per bohr and $\varepsilon=10^{-6}$ hartree. The logarithm is about $8.96$, so the criterion asks for $wR\ge2.993$, or $R$ of about $27.2$ bohr. At $R=28$ bohr the main bound itself is about $6\times10^{-8}$ hartree per electron.

## The two-site bond against the bound

The matrix `bond` has all entries equal to $1/2$. It projects onto the normalised orbital $(1,1)/\sqrt2$, and `bond_witness` verifies that it is a Hermitian projector of rank one: idempotence and Hermiticity are checked entry by entry, and the rank follows from the trace.

If the sites are farther apart than $R\ge0$, the two ordered inter-site pairs are omitted, each with weight $1/4$. The error is therefore

$$\frac a2\cdot2\cdot\frac14\cdot\frac{\mathrm{erfc}(wd)}d=\frac{a\,\mathrm{erfc}(wd)}{4d},$$

as `bond_truncation_error` states.

This exact value can be compared with the general estimate. Let $d$ approach $R$ from above and then let $wR$ become large. Since $\mathrm{erfc}(z)$ approaches $e^{-z^2}/(\sqrt\pi z)$ in ratio, the ratio of the exact error to the bound for $N=1$ tends to $1/2$. The missing half is the squared weight on the diagonal, which truncation never removes but the estimate counts. In general, if only a fraction $f$ of the total squared weight $N$ lies on pairs beyond $R$, the error is at most $f$ times the bound, so for a well-localised density matrix the estimate can be far too large.
